# The mean-field energy of a Gaussian trial function for a trapped one-dimensional condensate has exactly one critical width, its strict minimiser

A cloud of bosonic atoms is held so tightly in two directions that it moves only along $x$, where it feels a harmonic trap. In the mean-field description all atoms occupy one orbital $\psi(x)$, and the size of the cloud is set by three competing energies. The kinetic energy resists squeezing, the trap resists spreading, and the interaction pushes outward or inward according to its sign. With lengths in units of the oscillator length and energies in units of the trap quantum, the energy per atom of a real normalised orbital is

$$E[\psi]=\int_{-\infty}^{\infty}\left(\tfrac12\psi'^2+\tfrac12x^2\psi^2+\tfrac12 g\,\psi^4\right)dx .$$

The real constant $g$ is the strength of a zero-range pair interaction scaled by the number of atoms, repulsive for $g>0$ and attractive for $g<0$. For a Gaussian orbital of adjustable width $w>0$, the question is whether the energy selects one width, and whether it still does so under strong attraction.

```lean
import Mathlib

open Real MeasureTheory

namespace TrappedCondensate

noncomputable section
```

## Trial function and energy

The trial function is
$$\psi_w(x)=(\pi w^2)^{-1/4}e^{-x^2/(2w^2)},$$
with the prefactor chosen for unit norm. The exponent $-1/4$ is a real power.

```lean
/-- Gaussian trial function of width `w`. -/
def psi (w x : ℝ) : ℝ := (π * w ^ 2) ^ (-(1 / 4) : ℝ) * exp (-x ^ 2 / (2 * w ^ 2))
```

The integrand of $E$ is `density g w x`. Its kinetic term contains `deriv (psi w) x`, the actual derivative in $x$, so the formula for $\psi_w'$ is derived below and not assumed.

```lean
/-- Energy density: kinetic, harmonic-trap and contact-interaction terms with coupling `g`. -/
def density (g w x : ℝ) : ℝ :=
  deriv (psi w) x ^ 2 / 2 + x ^ 2 * psi w x ^ 2 / 2 + g * psi w x ^ 4 / 2
```

The energy $E(w)=E[\psi_w]$ is the Lebesgue integral over the whole line. The definition accepts any real `w`, and every theorem restricts it to $w>0$.

```lean
/-- Energy of the trial function as a function of its width. -/
def energy (g w : ℝ) : ℝ := ∫ x, density g w x
```

## The Gaussian integrals

For $b>0$ the basic integral is $\int e^{-bx^2}dx=\sqrt{\pi/b}$. The second moment follows from
$$\frac{d}{dx}\left(x e^{-bx^2}\right)=e^{-bx^2}-2b\,x^2e^{-bx^2}.$$
The left side integrates to zero, so $\int x^2e^{-bx^2}dx=\sqrt{\pi/b}/(2b)$. In Lean `hd` is the product rule. The vanishing boundary term comes from `integral_eq_zero_of_hasDerivAt_of_integrable`, which asks that the function and its derivative both be integrable, and `integral_gaussian` supplies $\sqrt{\pi/b}$.

```lean
/-- For `b > 0`, `x² exp(-b x²)` is integrable with integral `√(π/b)/(2b)`. -/
theorem gauss_second_moment {b : ℝ} (hb : 0 < b) :
    Integrable (fun x : ℝ => x ^ 2 * exp (-b * x ^ 2)) ∧
      ∫ x : ℝ, x ^ 2 * exp (-b * x ^ 2) = √(π / b) / (2 * b) := by
  have i0 := integrable_exp_neg_mul_sq hb
  have i2 : Integrable (fun x : ℝ => x ^ 2 * exp (-b * x ^ 2)) := by
    have h := integrable_rpow_mul_exp_neg_mul_sq hb (s := 2) (by norm_num)
    simpa only [Real.rpow_two] using h
  -- the derivative of `x exp(-b x²)` integrates to zero
  have hd : ∀ x : ℝ, HasDerivAt (fun x : ℝ => x * exp (-b * x ^ 2))
      (exp (-b * x ^ 2) - 2 * b * (x ^ 2 * exp (-b * x ^ 2))) x := by
    intro x
    have hsq : HasDerivAt (fun x : ℝ => x ^ 2) (2 * x) x := by
      simpa using hasDerivAt_pow 2 x
    exact ((hasDerivAt_id' x).fun_mul ((hsq.const_mul (-b)).exp)).congr_deriv (by ring)
  have h0 := integral_eq_zero_of_hasDerivAt_of_integrable hd
    (i0.sub (i2.const_mul (2 * b))) (integrable_mul_exp_neg_mul_sq hb)
  rw [integral_sub i0 (i2.const_mul (2 * b)), integral_const_mul, integral_gaussian] at h0
  have hb2 : 2 * b ≠ 0 := by positivity
  refine ⟨i2, ?_⟩
  rw [eq_div_iff hb2]
  linarith
```

Squaring the trial function gives $\psi_w^2=e^{-x^2/w^2}/(\sqrt\pi\,w)$. The prefactor is handled in `hN`, where $\sqrt{w^2}=w$ uses $w>0$, and the exponential in `he`.

```lean
/-- The squared trial function is `exp(-x²/w²)/(√π w)`. -/
theorem psi_sq {w : ℝ} (hw : 0 < w) (x : ℝ) :
    psi w x ^ 2 = (√π * w)⁻¹ * exp (-(1 / w ^ 2) * x ^ 2) := by
  have hp : 0 ≤ π * w ^ 2 := by positivity
  have h1 : -(1 / 4 : ℝ) * ((2 : ℕ) : ℝ) = -(1 / 2) := by norm_num
  have hN : ((π * w ^ 2) ^ (-(1 / 4) : ℝ)) ^ 2 = (√π * w)⁻¹ := by
    rw [← Real.rpow_natCast ((π * w ^ 2) ^ (-(1 / 4) : ℝ)) 2, ← Real.rpow_mul hp, h1,
      Real.rpow_neg hp, ← Real.sqrt_eq_rpow, Real.sqrt_mul pi_pos.le, Real.sqrt_sq hw.le]
  have he : exp (-x ^ 2 / (2 * w ^ 2)) ^ 2 = exp (-(1 / w ^ 2) * x ^ 2) := by
    rw [← Real.exp_nat_mul]
    congr 1
    push_cast
    ring
  rw [psi, mul_pow, hN, he]
```

The chain rule gives $\psi_w'=-(x/w^2)\psi_w$, so the kinetic and trap terms share the shape $x^2\psi_w^2$, and $\psi_w^4=(\psi_w^2)^2$. Therefore the integrand equals
$$\frac{w^{-4}+1}{2\sqrt\pi\,w}\,x^2e^{-x^2/w^2}+\frac{g}{2\pi w^2}\,e^{-2x^2/w^2}.$$
The steps `hd`, `h2` and `h4` are these three substitutions, after which `ring` collects terms.

```lean
/-- The energy density is a multiple of `x² exp(-x²/w²)` plus a multiple of `exp(-2x²/w²)`. -/
theorem density_eq (g : ℝ) {w : ℝ} (hw : 0 < w) (x : ℝ) :
    density g w x =
      (√π * w)⁻¹ * (1 / w ^ 4 + 1) / 2 * (x ^ 2 * exp (-(1 / w ^ 2) * x ^ 2))
        + g / 2 * ((√π * w)⁻¹) ^ 2 * exp (-(2 / w ^ 2) * x ^ 2) := by
  have hsq : HasDerivAt (fun x : ℝ => x ^ 2) (2 * x) x := by
    simpa using hasDerivAt_pow 2 x
  have h1 : HasDerivAt (fun x : ℝ => -x ^ 2 / (2 * w ^ 2)) (-x / w ^ 2) x :=
    (hsq.fun_neg.div_const (2 * w ^ 2)).congr_deriv (by ring)
  -- ψ' = -(x/w²) ψ
  have hd : HasDerivAt (psi w) (-x / w ^ 2 * psi w x) x :=
    (h1.exp.const_mul ((π * w ^ 2) ^ (-(1 / 4) : ℝ))).congr_deriv (by unfold psi; ring)
  have h2 := psi_sq hw x
  have h4 : psi w x ^ 4 = ((√π * w)⁻¹ * exp (-(1 / w ^ 2) * x ^ 2)) ^ 2 := by
    rw [← h2]
    ring
  have e : exp (-(2 / w ^ 2) * x ^ 2) = exp (-(1 / w ^ 2) * x ^ 2) ^ 2 := by
    rw [← Real.exp_nat_mul]
    congr 1
    push_cast
    ring
  unfold density
  rw [hd.deriv, mul_pow, h4, h2, e]
  ring
```

With $b=1/w^2$ the second moment is $\sqrt\pi\,w^3/2$, and the first term integrates to $(w^{-2}+w^2)/4$. With $b=2/w^2$ the Gaussian integral is $\sqrt{\pi}\,w/\sqrt2$, and the second term gives $g/(2\sqrt{2\pi}\,w)$. Writing $c=g/\sqrt{2\pi}$,
$$E(w)=\frac1{4w^2}+\frac{w^2}{4}+\frac{c}{2w}.$$
The theorem also states `Integrable (density g w)`, which matters because Lean assigns the value zero to the integral of a non-integrable function. The steps `s1`, `s2`, `s3` simplify the square roots.

```lean
/-- The energy density is integrable and the energy is
`1/(4w²) + w²/4 + g/(2√(2π) w)`. -/
theorem energy_eq (g : ℝ) {w : ℝ} (hw : 0 < w) :
    Integrable (density g w) ∧
      energy g w = 1 / (4 * w ^ 2) + w ^ 2 / 4 + g / (2 * √(2 * π) * w) := by
  have hb : 0 < 1 / w ^ 2 := by positivity
  have hb2 : 0 < 2 / w ^ 2 := by positivity
  have hf := funext (density_eq g hw)
  have i1 := (gauss_second_moment hb).1.const_mul ((√π * w)⁻¹ * (1 / w ^ 4 + 1) / 2)
  have i2 := (integrable_exp_neg_mul_sq hb2).const_mul (g / 2 * ((√π * w)⁻¹) ^ 2)
  have hp : 0 ≤ π * w ^ 2 := by positivity
  have hw' := hw.ne'
  have s1 : √(π / (1 / w ^ 2)) = √π * w := by
    rw [show π / (1 / w ^ 2) = π * w ^ 2 by field_simp, Real.sqrt_mul pi_pos.le,
      Real.sqrt_sq hw.le]
  have s2 : √(π / (2 / w ^ 2)) = √π * w / √2 := by
    rw [show π / (2 / w ^ 2) = π * w ^ 2 / 2 by field_simp, Real.sqrt_div hp,
      Real.sqrt_mul pi_pos.le, Real.sqrt_sq hw.le]
  have s3 : √(2 * π) = √2 * √π := Real.sqrt_mul (by norm_num) _
  have hs : √π ≠ 0 := (Real.sqrt_pos.mpr pi_pos).ne'
  have ht : √(2 : ℝ) ≠ 0 := by positivity
  refine ⟨(i1.add i2).congr (Filter.Eventually.of_forall fun x => (density_eq g hw x).symm), ?_⟩
  have hE : energy g w = _ := congrArg (integral volume) hf
  rw [hE, integral_add i1 i2, integral_const_mul, integral_const_mul,
    (gauss_second_moment hb).2, integral_gaussian, s1, s2, s3]
  field_simp
  ring
```

## Critical widths are roots of a quartic

Differentiating term by term,
$$E'(w)=-\frac1{2w^3}+\frac w2-\frac{c}{2w^2}=\frac{w^4-cw-1}{2w^3}.$$
Lean differentiates the closed form in `h` and transfers the result to `energy g` by `congr_of_eventuallyEq`, since the two functions agree on all positive widths and hence near $w$.

```lean
/-- The derivative of the energy with respect to the width is
`(w⁴ - g w/√(2π) - 1)/(2w³)`. -/
theorem hasDerivAt_energy (g : ℝ) {w : ℝ} (hw : 0 < w) :
    HasDerivAt (energy g) ((w ^ 4 - g * w / √(2 * π) - 1) / (2 * w ^ 3)) w := by
  have hk : 0 < √(2 * π) := Real.sqrt_pos.mpr (by positivity)
  have hsq : HasDerivAt (fun x : ℝ => x ^ 2) (2 * w) w := by
    simpa using hasDerivAt_pow 2 w
  have n1 : 4 * w ^ 2 ≠ 0 := by positivity
  have n2 : 2 * √(2 * π) * w ≠ 0 := by positivity
  have a := (hasDerivAt_const w (1 : ℝ)).fun_div (hsq.const_mul 4) n1
  have c := (hasDerivAt_const w g).fun_div ((hasDerivAt_id' w).const_mul (2 * √(2 * π))) n2
  have h : HasDerivAt (fun v : ℝ => 1 / (4 * v ^ 2) + v ^ 2 / 4 + g / (2 * √(2 * π) * v))
      ((w ^ 4 - g * w / √(2 * π) - 1) / (2 * w ^ 3)) w :=
    ((a.fun_add (hsq.div_const 4)).fun_add c).congr_deriv (by field_simp; ring)
  refine h.congr_of_eventuallyEq ?_
  filter_upwards [lt_mem_nhds hw] with v hv using (energy_eq g hv).2
```

A critical width is a $w>0$ with `HasDerivAt (energy g) 0 w`: the energy is differentiable at $w$ with derivative zero. The denominator $2w^3$ is nonzero, so this holds exactly when $w^4-cw=1$. The forward direction uses `hd.unique h`, the uniqueness of the derivative.

```lean
/-- A width `w > 0` is a critical point of the energy exactly when `w⁴ - g w/√(2π) = 1`. -/
theorem critical_iff (g : ℝ) {w : ℝ} (hw : 0 < w) :
    HasDerivAt (energy g) 0 w ↔ w ^ 4 - g * w / √(2 * π) = 1 := by
  have hd := hasDerivAt_energy g hw
  have hn : 2 * w ^ 3 ≠ 0 := by positivity
  constructor
  · intro h
    have h0 := (div_eq_zero_iff.mp (hd.unique h)).resolve_right hn
    linarith
  · intro h
    exact hd.congr_deriv (by rw [h, sub_self, zero_div])
```

## A positive root exists

Let $f(w)=w^4-cw$ and $M=|c|+1$, so that $M\ge1$ and $M\ge c+1$. Then $M^3\ge M$ gives $M^3-c\ge1$, and
$$f(M)=M(M^3-c)\ge M^3-c\ge1,\qquad f(0)=0 .$$
The continuous function $f$ therefore takes the value $1$ somewhere on $[0,M]$, and not at $0$. The bound is `htop`, where the product handed to `nlinarith` is $(M-1)(M^3-c)\ge0$. The root comes from `intermediate_value_Icc`.

```lean
/-- For every real coupling the equation `w⁴ - g w/√(2π) = 1` has a positive solution. -/
theorem exists_width (g : ℝ) : ∃ w : ℝ, 0 < w ∧ w ^ 4 - g * w / √(2 * π) = 1 := by
  obtain ⟨c, hc⟩ : ∃ c, c = g / √(2 * π) := ⟨_, rfl⟩
  obtain ⟨M, hM1, hMc⟩ : ∃ M : ℝ, 1 ≤ M ∧ c + 1 ≤ M :=
    ⟨|c| + 1, by linarith [abs_nonneg c], by linarith [le_abs_self c]⟩
  have hM3 : M ≤ M ^ 3 := le_self_pow₀ hM1 (by norm_num)
  have htop : 1 ≤ M ^ 4 - c * M := by
    nlinarith [mul_nonneg (sub_nonneg.mpr hM1) (show 0 ≤ M ^ 3 - c by linarith)]
  -- intermediate value theorem on [0, M]
  have hcont : ContinuousOn (fun w : ℝ => w ^ 4 - c * w) (Set.Icc 0 M) := by fun_prop
  obtain ⟨w, hw, hw1⟩ := intermediate_value_Icc (by linarith : (0 : ℝ) ≤ M) hcont
    (show (1 : ℝ) ∈ Set.Icc ((0 : ℝ) ^ 4 - c * 0) (M ^ 4 - c * M) from ⟨by norm_num, htop⟩)
  have hw2 : w ^ 4 - c * w = 1 := hw1
  refine ⟨w, lt_of_le_of_ne hw.1 ?_, ?_⟩
  · intro h0
    rw [← h0] at hw2
    norm_num at hw2
  · rw [hc] at hw2
    linear_combination hw2
```

## The energy above a root

Let $w_0>0$ be a root, so $c=w_0^3-1/w_0$. Inserting this in $E(w)-E(w_0)$ and grouping terms,
$$E(w)-E(w_0)=\frac14\left(\frac1{w^2}-\frac{2}{ww_0}+\frac1{w_0^2}\right)+\frac{w^3-3w_0^2w+2w_0^3}{4w}.$$
The parenthesis is $(w-w_0)^2/(w^2w_0^2)$, and the cubic factors as $(w-w_0)^2(w+2w_0)$. Hence
$$E(w)-E(w_0)=(w-w_0)^2\left[\frac1{4w^2w_0^2}+\frac{w+2w_0}{4w}\right].$$
The step `hg` eliminates $g$, and `field_simp` with `ring` confirms the rational identity.

```lean
/-- Exact energy difference between any width `w > 0` and a positive solution `w₀` of the
width equation. -/
theorem energy_excess {g w w₀ : ℝ} (hw : 0 < w) (hw₀ : 0 < w₀)
    (h : w₀ ^ 4 - g * w₀ / √(2 * π) = 1) :
    energy g w - energy g w₀ =
      (w - w₀) ^ 2 * (1 / (4 * w ^ 2 * w₀ ^ 2) + (w + 2 * w₀) / (4 * w)) := by
  have hk : 0 < √(2 * π) := Real.sqrt_pos.mpr (by positivity)
  -- eliminate the coupling with the width equation
  have hg : g = √(2 * π) * (w₀ ^ 4 - 1) / w₀ := by
    rw [eq_div_iff hw₀.ne']
    have h1 : g * w₀ / √(2 * π) * √(2 * π) = g * w₀ := div_mul_cancel₀ _ hk.ne'
    linear_combination (-√(2 * π)) * h - h1
  rw [(energy_eq g hw).2, (energy_eq g hw₀).2, hg]
  field_simp
  ring
```

## One critical width, a strict minimum

The square bracket is positive, so $E(w_0)<E(w)$ for every root $w_0>0$ and every other positive $w$; this is `hmin`. If two distinct positive roots existed, each would have strictly lower energy than the other, which `lt_asymm` excludes. Together with existence and `critical_iff` this yields the main theorem. For every real $g$ there is a $w_0>0$ such that $w_0^4-gw_0/\sqrt{2\pi}=1$, a positive $w$ is critical if and only if $w=w_0$, and every positive $w\ne w_0$ has strictly higher energy.

```lean
/-- For every real coupling there is a width `w₀ > 0` with `w₀⁴ - g w₀/√(2π) = 1` that is the
only positive critical point of the energy and its strict global minimum over `w > 0`. -/
theorem unique_critical_width (g : ℝ) :
    ∃ w₀ : ℝ, 0 < w₀ ∧ w₀ ^ 4 - g * w₀ / √(2 * π) = 1 ∧
      (∀ w, 0 < w → (HasDerivAt (energy g) 0 w ↔ w = w₀)) ∧
      ∀ w, 0 < w → w ≠ w₀ → energy g w₀ < energy g w := by
  have hmin : ∀ u v : ℝ, 0 < u → 0 < v → u ^ 4 - g * u / √(2 * π) = 1 → v ≠ u →
      energy g u < energy g v := by
    intro u v hu hv h hne
    have hs : v - u ≠ 0 := sub_ne_zero.mpr hne
    rw [← sub_pos, energy_excess hv hu h]
    positivity
  obtain ⟨w₀, h0, h⟩ := exists_width g
  refine ⟨w₀, h0, h, fun w hw => ?_, fun w hw hne => hmin w₀ w h0 hw h hne⟩
  rw [critical_iff g hw]
  refine ⟨fun h1 => ?_, fun h1 => by rw [h1]; exact h⟩
  -- two distinct solutions would each lie strictly below the other
  by_contra hne
  exact lt_asymm (hmin w₀ w h0 hw h hne) (hmin w w₀ hw h0 h1 (Ne.symm hne))
```

The minimum is taken over the one-parameter family of real Gaussians centred in the trap, not over all orbitals, and the mean-field functional, the contact interaction and the strictly one-dimensional motion are assumed. Within this family the result holds for arbitrarily negative $g$, so for each fixed attraction the energy has its minimum at a positive width. This width has no positive lower bound uniform in $g$: for $c<0$ the relation $c=w_0^3-1/w_0>-1/w_0$ gives $w_0<1/|c|$, so $w_0\to0$ as $g\to-\infty$. Once $w_0$ is comparable with the transverse size of the cloud, the one-dimensional model no longer applies. For a variational estimate of the cloud size in this one-parameter model, any positive root of the quartic that a solver returns is the optimal width. Since $\int\psi_w^2\,dx=1$ by the Gaussian integral with $b=1/w^2$, the value $E(w_0)$ bounds the lowest mean-field energy from above; neither the normalisation nor this bound is among the theorems stated here.

## The width grows with the coupling

Let $w_1,w_2>0$ be critical for couplings $g_1<g_2$, and put $c_i=g_i/\sqrt{2\pi}$ for $i=1,2$. From $c_i=w_i^3-1/w_i$,
$$w_1w_2(c_2-c_1)=w_1w_2\,(w_2^3-w_1^3)+(w_2-w_1).$$
The left side is positive. If $w_2\le w_1$, both terms on the right would be at most zero, so $w_1<w_2$. The identity is `key`, obtained as $w_2$ times the first width equation minus $w_1$ times the second, and `hl`, `h4` carry the signs.

```lean
/-- The critical width increases strictly with the coupling. -/
theorem critical_width_lt {g₁ g₂ w₁ w₂ : ℝ} (hw₁ : 0 < w₁) (hw₂ : 0 < w₂)
    (h₁ : HasDerivAt (energy g₁) 0 w₁) (h₂ : HasDerivAt (energy g₂) 0 w₂) (hg : g₁ < g₂) :
    w₁ < w₂ := by
  have hk : 0 < √(2 * π) := Real.sqrt_pos.mpr (by positivity)
  rw [critical_iff _ hw₁] at h₁
  rw [critical_iff _ hw₂] at h₂
  have key : w₁ * w₂ * (g₂ / √(2 * π) - g₁ / √(2 * π)) =
      w₁ * w₂ * (w₂ ^ 3 - w₁ ^ 3) + (w₂ - w₁) := by
    linear_combination w₂ * h₁ - w₁ * h₂
  have hp := mul_pos hw₁ hw₂
  have hl := mul_pos hp (sub_pos.mpr (div_lt_div_of_pos_right hg hk))
  by_contra hle
  have hle' : w₂ ≤ w₁ := not_lt.mp hle
  have h3 : w₂ ^ 3 ≤ w₁ ^ 3 := pow_le_pow_left₀ hw₂.le hle' 3
  have h4 := mul_nonneg hp.le (sub_nonneg.mpr h3)
  linarith

end

end TrappedCondensate
```

```lean
#print axioms TrappedCondensate.unique_critical_width
#print axioms TrappedCondensate.critical_width_lt
```

```
'TrappedCondensate.unique_critical_width' depends on axioms: [propext, Classical.choice, Quot.sound]
'TrappedCondensate.critical_width_lt' depends on axioms: [propext, Classical.choice, Quot.sound]
```

## The case $w_0=2$

For $g=0$ the quartic reads $w^4=1$, so $w_0=1$ and $E(w_0)=\tfrac14+\tfrac14=\tfrac12$, the oscillator ground-state energy. For a repulsive case take $c=15/2$, that is $g=\tfrac{15}{2}\sqrt{2\pi}\approx18.8$. Then $2^4-\tfrac{15}{2}\cdot2=1$, so $w_0=2$, and
$$E(2)=\tfrac1{16}+1+\tfrac{15}{8}=\tfrac{47}{16},\qquad E(1)=\tfrac14+\tfrac14+\tfrac{15}{4}=\tfrac{68}{16}.$$
The difference is $21/16$, and the factored formula at $w=1$ gives $(1-2)^2\left[\tfrac1{16}+\tfrac54\right]=\tfrac{21}{16}$. For the attractive value $c=-15/8$ the root is $w_0=\tfrac12$, since $\tfrac1{16}+\tfrac{15}{16}=1$. The widths $\tfrac12,1,2$ increase with $c=-\tfrac{15}{8},0,\tfrac{15}{2}$.
